# Energy errors of a reversible integrator fix path probability ratios from a Boltzmann start, in a finite-state model with a flip-symmetric, detailed-balance thermostat

A thermostat may be in exact detailed balance and the simulation still fail to be reversible, because the finite-step integrator between thermostat moves changes the energy slightly. A formula for the ratio of forward to reversed path probabilities shows how much of the irreversibility each part causes. In the finite-state model below, let the energy be unchanged by momentum reversal, and let the forward and the reversed path both start from the Boltzmann distribution. A thermostat that is in detailed balance with this distribution and unchanged by momentum reversal then contributes none, and each step of a reversible integrator contributes a factor set by its energy error.

## The thermostat, the integrator and the path

In Lean 4 with Mathlib:

```lean
import Mathlib

open Finset

namespace ThermostatPathReversibility

noncomputable section

variable {X : Type*} [Fintype X]
```

`X` is the phase space, a finite set of states.

```lean
/-- A thermostat for the positive weight `p`: a stochastic matrix `K` in detailed balance
with `p`, where both `p` and `K` are unchanged by the flip `R`. -/
structure IsThermostat (p : X → ℝ) (K : X → X → ℝ) (R : X → X) : Prop where
  pos : ∀ a, 0 < p a
  nonneg : ∀ a b, 0 ≤ K a b
  sum_one : ∀ a, ∑ b, K a b = 1
  balance : ∀ a b, p a * K a b = p b * K b a
  weight_flip : ∀ a, p (R a) = p a
  kernel_flip : ∀ a b, K (R a) (R b) = K a b
```

A `structure` of type `Prop` is a list of conditions. Here \(p\) is a positive weight, \(K(a,b)\) the probability that the thermostat moves \(a\) to \(b\), and \(R\) the flip, which stands for reversing all momenta. The field `balance` is detailed balance, \(p(a)K(a,b)=p(b)K(b,a)\). The last two fields say that \(p\) and \(K\) do not change when the momenta are reversed. The weight need not be normalised.

```lean
/-- The integrator step `S` is reversible under the flip `R`: `R` is an involution and
`R S R` is the inverse of `S`. -/
structure IsReversibleStep {X : Type*} (R : X → X) (S : Equiv.Perm X) : Prop where
  invol : ∀ a, R (R a) = a
  reverse : ∀ a, R (S (R a)) = S.symm a
```

The integrator step \(S\) is a permutation of the states, the finite analogue of a volume-preserving map. Flipping twice does nothing, and \(RSR=S^{-1}\): reverse the momenta, step, reverse again, and the step is undone.

```lean
/-- The path obeys the integrator: each of its `n` deterministic steps takes `y i` to
`x (i + 1) = S (y i)`. -/
def Follows {X : Type*} (S : Equiv.Perm X) (n : ℕ) (x y : ℕ → X) : Prop :=
  ∀ i < n, x (i + 1) = S (y i)
```

A path has thermostat moves \(x_i\to y_i\) for \(i=0,\dots,n\) and integrator steps \(x_{i+1}=S y_i\) for \(i<n\). It begins and ends with a thermostat move.

```lean
/-- The sequence `z 0, …, z n` read backwards with every state flipped. -/
def flipReverse {X : Type*} (R : X → X) (n : ℕ) (z : ℕ → X) : ℕ → X :=
  fun i => R (z (n - i))
```

This reads a sequence backwards and flips each state. The reversed path has moves \(Ry_{n-i}\to Rx_{n-i}\), so \(x\) and \(y\) exchange roles.

```lean
/-- Weight of a path started from `p`, with thermostat moves `x i → y i` for `i ≤ n` and integrator
steps `y i → x (i + 1)` for `i < n`; it is a probability if `p` is a probability distribution and
`K` is a stochastic matrix. -/
def pathProb {X : Type*} [DecidableEq X] (p : X → ℝ) (K : X → X → ℝ) (S : Equiv.Perm X)
    (n : ℕ) (x y : ℕ → X) : ℝ :=
  p (x 0) * (∏ i ∈ range (n + 1), K (x i) (y i)) *
    ∏ i ∈ range n, (if x (i + 1) = S (y i) then (1 : ℝ) else 0)
```

The path weight is \(p(x_0)\prod_{i=0}^{n}K(x_i,y_i)\), times a factor that is 1 if every integrator step is obeyed and 0 otherwise. Write \(P\) for the weight of the forward path and \(P'\) for that of its reversal; both use this one definition.

## Reversing a path

```lean
/-- For a reversible integrator, the flipped reversal of a path that obeys the integrator
obeys the same integrator. -/
theorem follows_reverse {X : Type*} {R : X → X} {S : Equiv.Perm X}
    (hS : IsReversibleStep R S) {n : ℕ} {x y : ℕ → X} (hx : Follows S n x y) :
    Follows S n (flipReverse R n y) (flipReverse R n x) := by
  -- the operator identity S R S = R
  have key : ∀ a, S (R (S a)) = R a := by
    intro a
    have h := hS.reverse (S a)
    rw [Equiv.symm_apply_apply] at h
    rw [← hS.invol (S (R (S a))), h]
  intro i hi
  have h := hx (n - (i + 1)) (by omega)
  have e : n - (i + 1) + 1 = n - i := by omega
  rw [e] at h
  simp only [flipReverse]
  rw [h, key]
```

Applying \(RSR=S^{-1}\) to \(Sa\) gives \(RSRSa=a\), hence \(SRSa=Ra\); this is `key`. The reversed path must step from \(Rx_{n-i}\) to \(Ry_{n-i-1}\). Since \(x_{n-i}=Sy_{n-i-1}\), `key` gives exactly that. The tactic `rw` substitutes equals for equals, and `omega` settles the index arithmetic.

```lean
variable [DecidableEq X] {p : X → ℝ} {K : X → X → ℝ} {R : X → X} {S : Equiv.Perm X}

omit [Fintype X] in
/-- On a path that obeys the integrator, only the initial weight and the thermostat moves
contribute to the path weight. -/
theorem pathProb_of_follows {n : ℕ} {x y : ℕ → X} (hx : Follows S n x y) :
    pathProb p K S n x y = p (x 0) * ∏ i ∈ range (n + 1), K (x i) (y i) := by
  have h : ∏ i ∈ range n, (if x (i + 1) = S (y i) then (1 : ℝ) else 0) = 1 :=
    prod_eq_one fun i hi => if_pos (hx i (mem_range.mp hi))
  rw [pathProb, h, mul_one]
```

If the path obeys the integrator, every indicator is 1 and drops out.

```lean
/-- With a thermostat and a reversible integrator, the flipped reversal of a path that obeys the
integrator has weight `p (y n)` times the product of the undone moves `K (y i) (x i)`. -/
theorem pathProb_reverse (hK : IsThermostat p K R) (hS : IsReversibleStep R S)
    {n : ℕ} {x y : ℕ → X} (hx : Follows S n x y) :
    pathProb p K S n (flipReverse R n y) (flipReverse R n x) =
      p (y n) * ∏ i ∈ range (n + 1), K (y i) (x i) := by
  rw [pathProb_of_follows (follows_reverse hS hx)]
  have h := prod_range_reflect (fun i => K (y i) (x i)) (n + 1)
  simp only [Nat.add_sub_cancel] at h
  simp only [flipReverse, hK.weight_flip, hK.kernel_flip, Nat.sub_zero]
  rw [h]
```

Flip invariance removes each \(R\), and `prod_range_reflect` reverses the order of the product:
\[
P'=p(y_n)\prod_{i=0}^{n}K(y_i,x_i).
\]

## The ratio

```lean
/-- Path balance without division: for a thermostat, a reversible integrator and a path that obeys
the integrator, forward and reversed path weights are related by the weights before and after each
integrator step. -/
theorem path_balance (hK : IsThermostat p K R) (hS : IsReversibleStep R S)
    {n : ℕ} {x y : ℕ → X} (hx : Follows S n x y) :
    pathProb p K S n x y * ∏ i ∈ range n, p (S (y i)) =
      pathProb p K S n (flipReverse R n y) (flipReverse R n x) *
        ∏ i ∈ range n, p (y i) := by
  -- multiply detailed balance over all thermostat moves
  have hb : ∏ i ∈ range (n + 1), (p (x i) * K (x i) (y i)) =
      ∏ i ∈ range (n + 1), (p (y i) * K (y i) (x i)) :=
    prod_congr rfl fun i _ => hK.balance _ _
  rw [prod_mul_distrib, prod_mul_distrib, prod_range_succ' (fun i => p (x i)),
    prod_range_succ (fun i => p (y i))] at hb
  -- the states after the first are the outputs of the integrator
  have hs : ∏ i ∈ range n, p (x (i + 1)) = ∏ i ∈ range n, p (S (y i)) :=
    prod_congr rfl fun i hi => by rw [hx i (mem_range.mp hi)]
  rw [hs] at hb
  rw [pathProb_of_follows hx, pathProb_reverse hK hS hx]
  linear_combination hb
```

Multiply detailed balance over all moves (`hb`):
\[
\prod_{i=0}^{n}p(x_i)K(x_i,y_i)=\prod_{i=0}^{n}p(y_i)K(y_i,x_i).
\]
Split \(p(x_0)\) off on the left and \(p(y_n)\) on the right. The remaining weights on the left are \(p(x_{i+1})=p(Sy_i)\), which is `hs`. Therefore
\[
P\prod_{i<n}p(Sy_i)=P'\prod_{i<n}p(y_i).
\]
`linear_combination` does the final rearrangement.

```lean
/-- For a thermostat and a reversible integrator, a path that obeys the integrator and whose
thermostat moves all have nonzero probability has forward-to-reversed ratio equal to the product
of `p (y i) / p (S (y i))` over the integrator steps. -/
theorem path_ratio (hK : IsThermostat p K R) (hS : IsReversibleStep R S)
    {n : ℕ} {x y : ℕ → X} (hx : Follows S n x y) (hxy : ∀ i ≤ n, K (x i) (y i) ≠ 0) :
    pathProb p K S n x y / pathProb p K S n (flipReverse R n y) (flipReverse R n x) =
      ∏ i ∈ range n, p (y i) / p (S (y i)) := by
  -- detailed balance makes the reversed path possible too
  have hrev : pathProb p K S n (flipReverse R n y) (flipReverse R n x) ≠ 0 := by
    rw [pathProb_reverse hK hS hx]
    refine mul_ne_zero (hK.pos _).ne' (prod_ne_zero_iff.mpr fun i hi h0 => ?_)
    have hb := hK.balance (x i) (y i)
    rw [h0, mul_zero] at hb
    exact mul_ne_zero (hK.pos _).ne' (hxy i (by have := mem_range.mp hi; omega)) hb
  have hprod : ∏ i ∈ range n, p (S (y i)) ≠ 0 :=
    prod_ne_zero_iff.mpr fun i _ => (hK.pos _).ne'
  rw [prod_div_distrib, div_eq_div_iff hrev hprod]
  linear_combination path_balance hK hS hx
```

Dividing gives
\[
\frac{P}{P'}=\prod_{i<n}\frac{p(y_i)}{p(Sy_i)}.
\]
The hypothesis `hxy` asks for nonzero \(K\) only along the path, so thermostats that change momenta alone are allowed. Detailed balance then makes \(P'\neq0\). For \(n=0\) there is no integrator step and the ratio is 1.

```lean
/-- The normalised Boltzmann weight of energy `H` at inverse temperature `β`. -/
def boltzmann {X : Type*} [Fintype X] (β : ℝ) (H : X → ℝ) (a : X) : ℝ :=
  Real.exp (-β * H a) / ∑ b, Real.exp (-β * H b)
```

This is \(p(a)=e^{-\beta H(a)}/Z\), with energy \(H\), inverse temperature \(\beta\) and partition function \(Z=\sum_b e^{-\beta H(b)}\).

```lean
/-- For a thermostat of the Boltzmann weight and a reversible integrator, a path that obeys the
integrator and whose thermostat moves all have nonzero probability has forward-to-reversed ratio
equal to the exponential of `β` times the summed energy errors of the integrator steps. -/
theorem path_ratio_boltzmann {β : ℝ} {H : X → ℝ} (hK : IsThermostat (boltzmann β H) K R)
    (hS : IsReversibleStep R S) {n : ℕ} {x y : ℕ → X} (hx : Follows S n x y)
    (hxy : ∀ i ≤ n, K (x i) (y i) ≠ 0) :
    pathProb (boltzmann β H) K S n x y /
        pathProb (boltzmann β H) K S n (flipReverse R n y) (flipReverse R n x) =
      Real.exp (β * ∑ i ∈ range n, (H (S (y i)) - H (y i))) := by
  have hZ : 0 < ∑ b, Real.exp (-β * H b) :=
    sum_pos (fun b _ => Real.exp_pos _) ⟨x 0, mem_univ _⟩
  rw [path_ratio hK hS hx hxy, mul_sum, Real.exp_sum]
  refine prod_congr rfl fun i _ => ?_
  -- the partition function cancels in each factor
  unfold boltzmann
  rw [div_div_div_cancel_right₀ hZ.ne', ← Real.exp_sub]
  congr 1
  ring
```

\(Z\) cancels in each factor, leaving
\[
\frac{P}{P'}=\exp\Big(\beta\sum_{i<n}\big[H(Sy_i)-H(y_i)\big]\Big).
\]
For molecular dynamics modelled on finitely many states, the summed energy error of the integrator thus measures the irreversibility of a path.

## When every path is reversible

```lean
/-- With a thermostat and a reversible integrator, all paths that obey the integrator are as
likely as their flipped reversals exactly when the integrator preserves the weight `p`. -/
theorem reversible_iff (hK : IsThermostat p K R) (hS : IsReversibleStep R S) :
    (∀ n x y, Follows S n x y → pathProb p K S n x y =
      pathProb p K S n (flipReverse R n y) (flipReverse R n x)) ↔ ∀ a, p (S a) = p a := by
  constructor
  · intro h a
    have hex : ∀ b, ∃ c, K b c ≠ 0 := by
      intro b
      by_contra hcon
      simp only [ne_eq, not_exists, not_not] at hcon
      have hb := hK.sum_one b
      simp [hcon] at hb
    obtain ⟨z, hz⟩ := hex a
    obtain ⟨w, hw⟩ := hex (S a)
    have hza : K z a ≠ 0 := by
      intro h0
      have hb := hK.balance a z
      rw [h0, mul_zero] at hb
      exact mul_ne_zero (hK.pos a).ne' hz hb
    -- test path z → a, then S, then S a → w
    obtain ⟨u, hu0, hu1⟩ : ∃ u : ℕ → X, u 0 = z ∧ u 1 = S a :=
      ⟨fun i => if i = 0 then z else S a, by simp, by simp⟩
    obtain ⟨v, hv0, hv1⟩ : ∃ v : ℕ → X, v 0 = a ∧ v 1 = w :=
      ⟨fun i => if i = 0 then a else w, by simp, by simp⟩
    have hf : Follows S 1 u v := by
      intro i hi
      obtain rfl : i = 0 := by omega
      rw [zero_add, hu1, hv0]
    have hne : pathProb p K S 1 u v ≠ 0 := by
      rw [pathProb_of_follows hf, prod_range_succ, prod_range_one, hu0, hv0, hu1, hv1]
      exact mul_ne_zero (hK.pos z).ne' (mul_ne_zero hza hw)
    have hc := path_balance hK hS hf
    rw [← h 1 u v hf, prod_range_one, prod_range_one, hv0] at hc
    exact mul_left_cancel₀ hne hc
  · intro h n x y hx
    have hc := path_balance hK hS hx
    simp only [h] at hc
    exact mul_right_cancel₀ (prod_ne_zero_iff.mpr fun i _ => (hK.pos (y i)).ne') hc
```

All paths satisfy \(P=P'\) exactly when \(p(Sa)=p(a)\) for every \(a\). If \(S\) preserves \(p\), the two products in `path_balance` are equal and positive, and they cancel. Conversely, given \(a\), choose \(z\) and \(w\) with \(K(z,a)\neq0\) and \(K(Sa,w)\neq0\); they exist because rows of \(K\) sum to 1 and detailed balance turns a move out of \(a\) into one into \(a\). The path \(z\to a\to Sa\to w\) has \(P=P'\neq0\), and `path_balance` then forces \(p(Sa)=p(a)\).

```lean
/-- A weight on three states: one half on state 0 and one quarter on each of the others. -/
def ringWeight (a : Fin 3) : ℝ := if a = 0 then 1 / 2 else 1 / 4
```

The weights are \(\tfrac12,\tfrac14,\tfrac14\).

```lean
/-- On a ring of three states, redrawing the state from `ringWeight` is a thermostat, the
rotation by one site is reversible under `a ↦ -a`, and the rotation changes the weight. -/
theorem ring_witness :
    IsThermostat ringWeight (fun _ b => ringWeight b) (fun a => -a) ∧
      IsReversibleStep (fun a : Fin 3 => -a) (Equiv.addRight 1) ∧
      ringWeight (Equiv.addRight (1 : Fin 3) 0) ≠ ringWeight 0 := by
  have hpos : ∀ a, 0 < ringWeight a := by
    intro a
    unfold ringWeight
    split_ifs <;> norm_num
  have hflip : ∀ a, ringWeight (-a) = ringWeight a := by
    intro a
    simp only [ringWeight, neg_eq_zero]
  refine ⟨⟨hpos, fun _ b => (hpos b).le, ?_, fun a b => mul_comm _ _, hflip,
    fun _ b => hflip b⟩, ⟨fun a => neg_neg a, by decide⟩, ?_⟩
  · intro _
    have h0 : ringWeight 0 = 1 / 2 := if_pos rfl
    have h1 : ringWeight 1 = 1 / 4 := if_neg (by decide)
    have h2 : ringWeight 2 = 1 / 4 := if_neg (by decide)
    simp only [Fin.sum_univ_three, h0, h1, h2]
    norm_num
  · norm_num [ringWeight]

end

end ThermostatPathReversibility
```

Take \(K(a,b)=p(b)\), \(Ra=-a\) and \(Sa=a+1\), modulo 3. All the conditions are met, yet \(p(S0)=\tfrac14\) while \(p(0)=\tfrac12\). A reversible integrator with a correct thermostat can therefore still produce irreversible paths.

```lean
#print axioms ThermostatPathReversibility.path_ratio_boltzmann
-- 'ThermostatPathReversibility.path_ratio_boltzmann' depends on axioms: [propext, Classical.choice, Quot.sound]
#print axioms ThermostatPathReversibility.reversible_iff
-- 'ThermostatPathReversibility.reversible_iff' depends on axioms: [propext, Classical.choice, Quot.sound]
```
